# When \(x \mapsto Rx+t\) with integer \(R\) maps an FFT grid into itself

Take a square plane cell with one division along axis 0 and two along axis 1. In fractional coordinates the grid points are \((m_0,\ m_1/2)\) with integer \(m_0, m_1\). The fourfold rotation \((x,y)\mapsto(-y,x)\) sends the grid point \((0,\tfrac12)\) to \((-\tfrac12,0)\), which is not a grid point, because axis 0 has no half steps. The rotation carries a step of length \(1/N_1\) onto axis 0, where only multiples of \(1/N_0\) are available. A translation can fail in the same way: \(t=(\tfrac12,0)\) already moves the origin off this grid.

For any finite number of axes, these two obstructions turn out to be the only ones. This matters when a density stored on a real-space grid is averaged over the symmetry operations of a crystal: an operation that passes the test, in exact arithmetic, needs no interpolation.

```lean
import Mathlib

open Matrix

namespace FFTGridSymmetry

noncomputable section
```

## The grid and the operation

Let \(N_i>0\) be the number of divisions along axis \(i\). An integer vector \(m\) labels the point with fractional coordinates \(m_i/N_i\). In Lean the axes form a type `ι`, and the coordinates are real numbers.

```lean
/-- The point with fractional coordinates `m i / N i`, for positive numbers of divisions `N i`. -/
def gridPoint {ι : Type*} (N : ι → ℕ) (m : ι → ℤ) : ι → ℝ :=
  fun i => (m i : ℝ) / (N i : ℝ)
```

The grid is the set of all such points. It runs through all cells, and no coordinate is reduced modulo 1.

```lean
/-- The FFT grid, continued periodically through all cells: all points `m i / N i` with
integer `m`, for positive `N i`. -/
def fftGrid {ι : Type*} (N : ι → ℕ) : Set (ι → ℝ) :=
  Set.range (gridPoint N)
```

An operation acts as
\[
x_i \mapsto \sum_j R_{ij}x_j + t_i ,
\]
with \(R\) an integer matrix, as it is for a space-group operation in a lattice basis, and \(t\) a real vector. Nothing else is required of \(R\): it need not preserve a metric or even be invertible, so the criterion below covers more maps than the crystallographic ones.

```lean
/-- The map `x ↦ R x + t` in fractional coordinates, with an integer matrix `R` and a real vector
`t`. -/
def operation {ι : Type*} [Fintype ι] (R : Matrix ι ι ℤ) (t x : ι → ℝ) : ι → ℝ :=
  fun i => ∑ j, (R i j : ℝ) * x j + t i
```

Since \(N_i\neq0\), the equality \(m_i/N_i=n_i/N_i\) gives \(m_i=n_i\). Each grid point therefore has exactly one label.

```lean
/-- Different integer indices label different grid points. -/
theorem gridPoint_injective {ι : Type*} {N : ι → ℕ} (hN : ∀ i, 0 < N i) :
    Function.Injective (gridPoint N) := by
  intro m n h
  funext i
  have hi : (N i : ℝ) ≠ 0 := by exact_mod_cast (hN i).ne'
  have h' : (m i : ℝ) / (N i : ℝ) = (n i : ℝ) / (N i : ℝ) := congrFun h i
  have h2 : (m i : ℝ) = n i := (div_left_inj' hi).mp h'
  exact_mod_cast h2
```

## The action on integer labels

Suppose there are an integer matrix \(M\) and an integer vector \(s\) with
\[
N_iR_{ij}=N_jM_{ij},\qquad N_it_i=s_i .
\]
Apply the operation to the grid point labelled \(m\) and multiply component \(i\) by \(N_i\):
\[
N_i\Big(\sum_j R_{ij}\frac{m_j}{N_j}+t_i\Big)
=\sum_j N_jM_{ij}\frac{m_j}{N_j}+s_i
=\sum_j M_{ij}m_j+s_i .
\]
The image is the grid point labelled \(Mm+s\). The Lean proof clears the denominator \(N_i\) in the same way, then compares the sums term by term and the translations separately.

```lean
/-- If `N i * R i j = N j * M i j` and `N i * t i = s i` with integer `M` and `s`, the operation
acts on the grid indices as `m ↦ M m + s`. -/
theorem operation_gridPoint {ι : Type*} [Fintype ι] {N : ι → ℕ} (hN : ∀ i, 0 < N i)
    {R M : Matrix ι ι ℤ} {t : ι → ℝ} {s : ι → ℤ}
    (hM : ∀ i j, (N i : ℤ) * R i j = N j * M i j)
    (hs : ∀ i, (N i : ℝ) * t i = s i) (m : ι → ℤ) :
    operation R t (gridPoint N m) = gridPoint N (M *ᵥ m + s) := by
  funext i
  have hi : (N i : ℝ) ≠ 0 := by exact_mod_cast (hN i).ne'
  simp only [operation, gridPoint, Pi.add_apply, Matrix.mulVec, dotProduct]
  push_cast
  rw [eq_div_iff hi, add_mul, Finset.sum_mul]
  congr 1
  · refine Finset.sum_congr rfl fun j _ => ?_
    have hj : (N j : ℝ) ≠ 0 := by exact_mod_cast (hN j).ne'
    have h : (N i : ℝ) * R i j = N j * M i j := by exact_mod_cast hM i j
    have hc : (N j : ℝ) * ((m j : ℝ) / N j) = m j := by field_simp
    linear_combination ((m j : ℝ) / N j) * h + (M i j : ℝ) * hc
  · linear_combination hs i
```

## The criterion

If \(N_j\) divides \(N_iR_{ij}\) for all \(i,j\) and every \(N_it_i\) is an integer, then \(M\) and \(s\) exist, and the previous step shows that the grid is mapped into itself.

Conversely, suppose that the grid is mapped into itself. Then \(N_i\) times component \(i\) of the image of any grid point is an integer; this is `key` in the proof. Two choices of grid point suffice.

The origin has image \(t\), so \(N_it_i=s_i\) is an integer.

The point one step along axis \(j\) has coordinate \(1/N_j\) on that axis and 0 on the others. Component \(i\) of its image is \(R_{ij}/N_j+t_i\), so for some integer \(k\)
\[
\frac{N_iR_{ij}}{N_j}+s_i=k,
\qquad\text{hence}\qquad
N_iR_{ij}=N_j(k-s_i),
\]
which is the required divisibility.

In the statement, `Set.MapsTo` says that every grid point has its image in the grid. The divisibility is between integers, while the condition on \(t\) is an exact equation between real numbers.

```lean
/-- The operation `x ↦ R x + t` maps the FFT grid into itself if and only if `N j` divides
`N i * R i j` for all `i`, `j` and every `N i * t i` is an integer. -/
theorem mapsTo_fftGrid_iff {ι : Type*} [Fintype ι] {N : ι → ℕ} (hN : ∀ i, 0 < N i)
    (R : Matrix ι ι ℤ) (t : ι → ℝ) :
    Set.MapsTo (operation R t) (fftGrid N) (fftGrid N) ↔
      (∀ i j, (N j : ℤ) ∣ N i * R i j) ∧ ∀ i, ∃ s : ℤ, (N i : ℝ) * t i = s := by
  classical
  constructor
  · intro h
    have key : ∀ (m : ι → ℤ) (i : ι), ∃ k : ℤ,
        (N i : ℝ) * operation R t (gridPoint N m) i = k := by
      intro m i
      have hi : (N i : ℝ) ≠ 0 := by exact_mod_cast (hN i).ne'
      obtain ⟨n, hn⟩ := h (Set.mem_range_self m)
      refine ⟨n i, ?_⟩
      rw [← hn]
      simp only [gridPoint]
      field_simp
    -- the image of the origin is the translation itself
    have ht : ∀ i, ∃ s : ℤ, (N i : ℝ) * t i = s := by
      intro i
      simpa [operation, gridPoint] using key 0 i
    refine ⟨fun i j => ?_, ht⟩
    -- one grid step along axis `j` isolates the entry `R i j`
    have hstep : operation R t (gridPoint N (Pi.single j 1)) i
        = (R i j : ℝ) / N j + t i := by
      simp only [operation, gridPoint]
      rw [Finset.sum_eq_single j]
      · simp [div_eq_mul_inv]
      · intro k _ hk
        simp [Pi.single_eq_of_ne hk]
      · simp
    obtain ⟨k, hk⟩ := key (Pi.single j 1) i
    obtain ⟨s, hs⟩ := ht i
    rw [hstep] at hk
    have hj : (N j : ℝ) ≠ 0 := by exact_mod_cast (hN j).ne'
    have e : (N i : ℝ) * ((R i j : ℝ) / N j) = k - s := by linear_combination hk - hs
    have e2 : (N i : ℝ) * R i j = N j * ((k : ℝ) - s) := by
      rw [← e]
      field_simp
    exact ⟨k - s, by exact_mod_cast e2⟩
  · rintro ⟨hR, ht⟩ _ ⟨m, rfl⟩
    choose M hM using hR
    choose s hs using ht
    exact ⟨_, (operation_gridPoint hN (M := M) hM hs m).symm⟩
```

## From "into" to "onto"

With \(D=\operatorname{diag}(N_i)\), the relation between \(R\) and \(M\) reads \(DR=MD\). Taking determinants gives \(\det D\,\det R=\det M\,\det D\), and \(\det D=\prod_iN_i\neq0\) cancels.

```lean
/-- If `N i * R i j = N j * M i j` for all `i`, `j`, with positive `N i` and integer matrices `R`
and `M`, then `M` has the same determinant as `R`. -/
theorem det_index_matrix {ι : Type*} [Fintype ι] [DecidableEq ι] {N : ι → ℕ}
    (hN : ∀ i, 0 < N i) {R M : Matrix ι ι ℤ}
    (hM : ∀ i j, (N i : ℤ) * R i j = N j * M i j) : M.det = R.det := by
  have h : Matrix.diagonal (fun i => (N i : ℤ)) * R
      = M * Matrix.diagonal (fun i => (N i : ℤ)) := by
    ext i j
    rw [Matrix.diagonal_mul, Matrix.mul_diagonal]
    linear_combination hM i j
  have hd := congrArg Matrix.det h
  rw [Matrix.det_mul, Matrix.det_mul, Matrix.det_diagonal] at hd
  have hp : (∏ i, (N i : ℤ)) ≠ 0 :=
    Finset.prod_ne_zero_iff.mpr fun i _ => by exact_mod_cast (hN i).ne'
  exact mul_left_cancel₀ hp (by linear_combination -hd)
```

For a crystallographic operation, the linear part \(R\) and its inverse both map the lattice of translations into itself, so both are integer matrices and \(\det R=\pm1\). This enters as the hypothesis that `R.det` is a unit of the integers. Then \(\det M=\pm1\) as well, and \(M^{-1}\) has integer entries.

If \(Mm+s=Mn+s\), multiplying \(Mm=Mn\) by \(M^{-1}\) gives \(m=n\), so no two grid points share an image. The grid point labelled \(n\) is the image of the one labelled \(M^{-1}(n-s)\), so none is missed. `Set.BijOn` combines these two facts with the mapping property.

```lean
/-- If the determinant of `R` is a unit of the integers and the operation maps the FFT grid into
itself, then it permutes the grid points. -/
theorem bijOn_fftGrid {ι : Type*} [Fintype ι] [DecidableEq ι] {N : ι → ℕ}
    (hN : ∀ i, 0 < N i) {R : Matrix ι ι ℤ} {t : ι → ℝ} (hdet : IsUnit R.det)
    (h : Set.MapsTo (operation R t) (fftGrid N) (fftGrid N)) :
    Set.BijOn (operation R t) (fftGrid N) (fftGrid N) := by
  obtain ⟨hR, ht⟩ := (mapsTo_fftGrid_iff hN R t).mp h
  obtain ⟨M, hM⟩ : ∃ M : Matrix ι ι ℤ, ∀ i j, (N i : ℤ) * R i j = N j * M i j :=
    ⟨fun i j => (hR i j).choose, fun i j => (hR i j).choose_spec⟩
  choose s hs using ht
  have hu : IsUnit M.det := by
    rw [det_index_matrix hN hM]
    exact hdet
  refine ⟨h, ?_, ?_⟩
  · rintro _ ⟨m, rfl⟩ _ ⟨n, rfl⟩ hmn
    rw [operation_gridPoint hN hM hs, operation_gridPoint hN hM hs] at hmn
    have h1 : M *ᵥ m = M *ᵥ n := add_right_cancel (gridPoint_injective hN hmn)
    have h2 := congrArg (fun v => M⁻¹ *ᵥ v) h1
    simp only [Matrix.mulVec_mulVec, Matrix.nonsing_inv_mul M hu, Matrix.one_mulVec] at h2
    rw [h2]
  · -- the integer inverse of `M` supplies the preimage
    rintro _ ⟨n, rfl⟩
    refine ⟨gridPoint N (M⁻¹ *ᵥ (n - s)), Set.mem_range_self _, ?_⟩
    rw [operation_gridPoint hN hM hs, Matrix.mulVec_mulVec, Matrix.mul_nonsing_inv M hu,
      Matrix.one_mulVec, sub_add_cancel]
```

## A fourfold rotation and a twofold screw

For the rotation of the opening example, the nonzero entries are \(R_{01}=-1\) and \(R_{10}=1\), and \(t=0\). The criterion asks that \(N_1\) divide \(-N_0\) and that \(N_0\) divide \(N_1\). For positive integers this means \(N_0=N_1\).

```lean
/-- The fourfold rotation `(x, y) ↦ (-y, x)` maps a plane FFT grid into itself if and only if
both axes have the same number of divisions. -/
theorem fourfold_iff {N : Fin 2 → ℕ} (hN : ∀ i, 0 < N i) :
    Set.MapsTo (operation !![0, -1; 1, 0] 0) (fftGrid N) (fftGrid N) ↔ N 0 = N 1 := by
  rw [mapsTo_fftGrid_iff hN]
  constructor
  · rintro ⟨h, -⟩
    have h01 : (N 1 : ℤ) ∣ N 0 := by simpa using h 0 1
    have h10 : (N 0 : ℤ) ∣ N 1 := by simpa using h 1 0
    exact Nat.dvd_antisymm (by exact_mod_cast h10) (by exact_mod_cast h01)
  · intro h
    refine ⟨fun i j => ?_, fun i => ⟨0, by simp⟩⟩
    fin_cases i <;> fin_cases j <;> simp [h]
```

For the screw operation \((x,y,z)\mapsto(-x,-y,z+\tfrac12)\), the matrix is diagonal with entries \(\pm1\), so every divisibility condition holds. What remains is that \(N_2/2\) be an integer, where axis 2 is the third axis: \(N_2\) must be even.

```lean
/-- The twofold screw operation `(x, y, z) ↦ (-x, -y, z + 1/2)` maps the FFT grid into itself
if and only if the number of divisions along the third axis is even. -/
theorem twofold_screw_iff {N : Fin 3 → ℕ} (hN : ∀ i, 0 < N i) :
    Set.MapsTo (operation !![-1, 0, 0; 0, -1, 0; 0, 0, 1] ![0, 0, 1 / 2])
      (fftGrid N) (fftGrid N) ↔ Even (N 2) := by
  rw [mapsTo_fftGrid_iff hN]
  constructor
  · rintro ⟨-, h⟩
    obtain ⟨s, hs⟩ := h 2
    have hs' : (N 2 : ℝ) * (1 / 2) = s := by simpa using hs
    have h2 : (N 2 : ℝ) = 2 * s := by linarith
    have h3 : (N 2 : ℤ) = 2 * s := by exact_mod_cast h2
    rw [Nat.even_iff]
    omega
  · rintro ⟨k, hk⟩
    refine ⟨fun i j => ?_, fun i => ?_⟩
    · fin_cases i <;> fin_cases j <;> simp
    · fin_cases i
      · exact ⟨0, by simp⟩
      · exact ⟨0, by simp⟩
      · refine ⟨(k : ℤ), ?_⟩
        show (N 2 : ℝ) * (1 / 2) = ((k : ℤ) : ℝ)
        rw [hk]
        push_cast
        ring

end

end FFTGridSymmetry
```

## The index table in a symmetrisation routine

A code that symmetrises a density in real space can test each operation once, when the grid is chosen. The remainder of \(N_iR_{ij}\) on division by \(N_j\) must vanish. Because \(t_i\) is stored in floating point, \(N_it_i\) is compared with the nearest integer within a tolerance and then rounded to \(s_i\). If an operation with rational \(t\) fails, the divisions can be changed so that it passes, for example by making an odd \(N_2\) even for the screw operation. If some \(t_i\) is irrational, as can happen with an arbitrary choice of origin, no choice of divisions works.

If all operations pass, the average over a set \(G\) of representatives of the space group modulo lattice translations is
\[
\rho_{\rm sym}[m]=\frac1{|G|}\sum_{g\in G}\rho\big[(M_gm+s_g)\bmod N\big],
\]
where component \(i\) is reduced modulo \(N_i\). The reduction is consistent: raising \(m_j\) by \(N_j\) changes component \(i\) of \(M_gm\) by \(N_j(M_g)_{ij}=N_i(R_g)_{ij}\), a multiple of \(N_i\). This wrapping into one cell and the average itself are additions to the Lean development, which treats one operation on the unbounded grid.

```lean
#print axioms FFTGridSymmetry.mapsTo_fftGrid_iff
-- 'FFTGridSymmetry.mapsTo_fftGrid_iff' depends on axioms: [propext, Classical.choice, Quot.sound]
#print axioms FFTGridSymmetry.bijOn_fftGrid
-- 'FFTGridSymmetry.bijOn_fftGrid' depends on axioms: [propext, Classical.choice, Quot.sound]
#print axioms FFTGridSymmetry.fourfold_iff
-- 'FFTGridSymmetry.fourfold_iff' depends on axioms: [propext, Classical.choice, Quot.sound]
#print axioms FFTGridSymmetry.twofold_screw_iff
-- 'FFTGridSymmetry.twofold_screw_iff' depends on axioms: [propext, Classical.choice, Quot.sound]
```
